# The Su-Chesnavich fit lies below the locked-dipole capture rate except at very small dipole parameter

For capture of a polar molecule by an ion, the theorem compares two formulas for the thermal rate constant divided by its Langevin value: the piecewise Su-Chesnavich fit and the locked-dipole expression `1 + 2x/√π`. Here `x ≥ 0` is the reduced dipole parameter μ/√(2αkT), in Gaussian units, with μ the dipole moment and α the polarisability of the molecule, k the Boltzmann constant and T the temperature. The theorem states that there is a number `c` between 0.00001 and 0.00002 such that the fit is strictly the smaller exactly when `x > c`. Both formulas are taken as definitions, not derived from collision dynamics. The proof gets `c` from the intermediate value theorem as a zero of the gap between the locked-dipole ratio and the quadratic branch of the fit. For `x ≤ 2` it writes that gap as `x - c` times a factor to be shown positive, and for `x > 2` it compares the two straight lines using a lower bound on the slope `2/√π`.

Lean 4 with Mathlib refuses this proof:

```lean
import Mathlib

open Real

namespace SuChesnavichCapture

noncomputable section

/-- The Su-Chesnavich fit for the ratio of the ion-dipole capture rate constant to the
Langevin one, as a function of the reduced dipole parameter `x ≥ 0`. -/
def fitRatio (x : ℝ) : ℝ :=
  if x ≤ 2 then (x + 0.509) ^ 2 / 10.526 + 0.9754 else 0.4767 * x + 0.62

/-- The locked-dipole value of the same ratio, `1 + 2x/√π`. -/
def lockedRatio (x : ℝ) : ℝ := 1 + 2 * x / √π

/-- The slope `2/√π` of the locked-dipole ratio lies between 1.1 and 1.2. -/
theorem locked_slope_bounds : 1.1 < 2 / √π ∧ 2 / √π < 1.2 := by
  have hpos : 0 < √π := Real.sqrt_pos.2 Real.pi_pos
  have hsq : √π ^ 2 = π := Real.sq_sqrt Real.pi_pos.le
  have h3 := Real.pi_gt_three
  have h4 := Real.pi_lt_d2
  have hlo : 1.7 < √π := by nlinarith
  have hhi : √π < 1.8 := by nlinarith
  constructor
  · rw [lt_div_iff₀ hpos]
    linarith
  · rw [div_lt_iff₀ hpos]
    linarith

/-- There is a threshold `c` between 0.00001 and 0.00002 such that, for `x ≥ 0`, the fit lies below
the locked-dipole ratio exactly when `x > c`. -/
theorem fitRatio_lt_lockedRatio_iff :
    ∃ c : ℝ, 0.00001 < c ∧ c < 0.00002 ∧
      ∀ x : ℝ, 0 ≤ x → (fitRatio x < lockedRatio x ↔ c < x) := by
  obtain ⟨h1, h2⟩ := locked_slope_bounds
  obtain ⟨s, hs⟩ : ∃ s : ℝ, s = 2 / √π := ⟨_, rfl⟩
  rw [← hs] at h1 h2
  have hlock : ∀ x : ℝ, lockedRatio x = 1 + s * x := by
    intro x
    rw [lockedRatio, hs]
    ring
  -- the gap on the quadratic branch changes sign, so it vanishes at some `c`
  have hcont : Continuous
      (fun x : ℝ => 1 + s * x - ((x + 0.509) ^ 2 / 10.526 + 0.9754)) := by
    fun_prop
  have ha : 1 + s * 0.00001 - (((0.00001 : ℝ) + 0.509) ^ 2 / 10.526 + 0.9754) < 0 := by
    norm_num
    linarith
  have hb : 0 < 1 + s * 0.00002 - (((0.00002 : ℝ) + 0.509) ^ 2 / 10.526 + 0.9754) := by
    norm_num
    linarith
  obtain ⟨c, ⟨hc1, hc2⟩, hc⟩ := intermediate_value_Ioo
    (show (0.00001 : ℝ) ≤ 0.00002 by norm_num) hcont.continuousOn ⟨ha, hb⟩
  have hc' : 1 + s * c - ((c + 0.509) ^ 2 / 10.526 + 0.9754) = 0 := hc
  refine ⟨c, hc1, hc2, fun x hx => ?_⟩
  rw [hlock]
  by_cases h : x ≤ 2
  · rw [fitRatio, if_pos h]
    -- the gap is `x - c` times a positive factor
    have hP : 0 < s - (x + c + 1.018) / 10.526 := by linarith
    have hfac : 1 + s * x - ((x + 0.509) ^ 2 / 10.526 + 0.9754)
        = (x - c) * (s - (x + c + 1.018) / 10.526) := by
      linear_combination hc'
    rw [← sub_pos, hfac, mul_pos_iff_of_pos_right hP, sub_pos]
  · rw [fitRatio, if_neg h]
    have h' : 2 < x := not_le.1 h
    have hsx : 1.1 * x < s * x := mul_lt_mul_of_pos_right h1 (by linarith)
    constructor
    · intro _
      linarith
    · intro _
      linarith

end

end SuChesnavichCapture
```

Compiling this gives:

```
Main.lean:61:53: error: linarith failed to find a contradiction
s : ℝ
h2 : s < 1.2
h1 : 1.1 < s
hs : s = 2 / √π
hlock : ∀ (x : ℝ), lockedRatio x = 1 + s * x
hcont : Continuous fun x => 1 + s * x - ((x + 0.509) ^ 2 / 10.526 + 0.9754)
ha : 1 + s * 1e-5 - ((1e-5 + 0.509) ^ 2 / 10.526 + 0.9754) < 0
hb : 0 < 1 + s * 2e-5 - ((2e-5 + 0.509) ^ 2 / 10.526 + 0.9754)
c : ℝ
hc : (fun x => 1 + s * x - ((x + 0.509) ^ 2 / 10.526 + 0.9754)) c = 0
hc1 : 1e-5 < c
hc2 : c < 2e-5
hc' : 1 + s * c - ((c + 0.509) ^ 2 / 10.526 + 0.9754) = 0
x : ℝ
hx : 0 ≤ x
h : x ≤ 2
a✝ : s - (x + c + 1.018) / 10.526 ≤ 0
⊢ False
failed
```

As a diff, the version that Lean accepts:

```diff
@@ -59,5 +59,9 @@
   · rw [fitRatio, if_pos h]
     -- the gap is `x - c` times a positive factor
-    have hP : 0 < s - (x + c + 1.018) / 10.526 := by linarith
+    have hsum : x + c + 1.018 < 4 := by linarith
+    have hnum : (4 : ℝ) < 1.1 * 10.526 := by norm_num
+    have hdiv : (x + c + 1.018) / 10.526 < 1.1 :=
+      (div_lt_iff₀ (by norm_num)).2 (hsum.trans hnum)
+    have hP : 0 < s - (x + c + 1.018) / 10.526 := sub_pos.2 (hdiv.trans h1)
     have hfac : 1 + s * x - ((x + 0.509) ^ 2 / 10.526 + 0.9754)
         = (x - c) * (s - (x + c + 1.018) / 10.526) := by
```

The one error is at `hP`, the positivity of the factor `s - (x + c + 1.018) / 10.526`. The claim is true and follows from hypotheses in the context: `x ≤ 2` and `c < 0.00002` keep the quotient below 0.3, while `s > 1.1`. What `linarith` could not use is the division by the decimal `10.526`. Its preprocessing clears denominators that are natural-number literals, but not this one, so the whole quotient is treated as a single unknown, and the bounds on `x` and `c` say nothing about it.

The repair takes the division out of `linarith`'s hands. `hsum` bounds the numerator by 4, a goal without division that `linarith` can prove, and `hnum` checks by `norm_num` that 4 is less than `1.1 * 10.526`. `div_lt_iff₀` turns these into `hdiv`, which says that the quotient is below 1.1. Chaining `hdiv` with `h1 : 1.1 < s` puts the quotient below `s`, and `sub_pos.2` restates that as `hP`.
